# Antisymmetric exchange between two spins 1/2: exact levels and a second-order splitting of the triplet

Take two spins 1/2 coupled by J S₁·S₂ with J > 0, and add an antisymmetric exchange vector d along z, with component d₂. In terms of ladder operators the added term is

d₂(S₁ₓS₂ᵧ − S₁ᵧS₂ₓ) = (i d₂/2)(S₁⁺S₂⁻ − S₁⁻S₂⁺).

It leaves ↑↑ and ↓↓ at J/4. On ↑↓, ↓↑ the Hamiltonian is a 2 × 2 block with diagonal −J/4 and off-diagonal elements (J ± i d₂)/2, so its levels are

−J/4 ± √(J² + d₂²)/2.

The singlet and the m = 0 triplet state repel, and only one of the three triplet states moves. For small d₂ it rises by about d₂²/(4J), which looks like an axial zero-field splitting. The same holds for every direction of d.

In Lean 4 with Mathlib:

```lean
import Mathlib

open Matrix
open scoped Kronecker

namespace AntisymmetricExchange

noncomputable section
```

## The Hamiltonian and its operators

Operators act on a four-dimensional space indexed by pairs. Spins are in units of ħ, so J and d are energies. Components 0, 1, 2 stand for x, y, z, and the Kronecker product places a spin matrix on one site.

```lean
/-- Operators on the state space of two spins 1/2. -/
abbrev Op := Matrix (Fin 2 × Fin 2) (Fin 2 × Fin 2) ℂ

/-- The spin-1/2 matrices `Sx, Sy, Sz`, in units of ħ. -/
def spin : Fin 3 → Matrix (Fin 2) (Fin 2) ℂ :=
  ![!![0, 1/2; 1/2, 0], !![0, -Complex.I/2; Complex.I/2, 0], !![1/2, 0; 0, -1/2]]

/-- Component `a` of the first spin. -/
def S₁ (a : Fin 3) : Op := spin a ⊗ₖ (1 : Matrix (Fin 2) (Fin 2) ℂ)

/-- Component `a` of the second spin. -/
def S₂ (a : Fin 3) : Op := (1 : Matrix (Fin 2) (Fin 2) ℂ) ⊗ₖ spin a
```

The Hamiltonian is H = J S₁·S₂ + V with V = d·(S₁ × S₂). With this sign, J > 0 is antiferromagnetic. The real vector d stands for the combined effect of spin–orbit coupling and exchange, and vanishes when an inversion centre relates the two ions. Here J and d are given parameters.

```lean
/-- The isotropic exchange operator `S₁·S₂`. -/
def exchange : Op := ∑ a, S₁ a * S₂ a

/-- The antisymmetric exchange `d·(S₁ × S₂)`. -/
def antisym (d : EuclideanSpace ℝ (Fin 3)) : Op :=
  (d 0 : ℂ) • (S₁ 1 * S₂ 2 - S₁ 2 * S₂ 1) + (d 1 : ℂ) • (S₁ 2 * S₂ 0 - S₁ 0 * S₂ 2)
    + (d 2 : ℂ) • (S₁ 0 * S₂ 1 - S₁ 1 * S₂ 0)

/-- The spin Hamiltonian `J S₁·S₂ + d·(S₁ × S₂)`. -/
def hamiltonian (J : ℝ) (d : EuclideanSpace ℝ (Fin 3)) : Op :=
  (J : ℂ) • exchange + antisym d
```

The operator d·S uses the unnormalised vector: it is ‖d‖ times the total spin component along d. Since S₁·S₂ is −3/4 on the singlet and 1/4 on the triplet, the projectors are P = 1/4 − S₁·S₂ and Q = 3/4 + S₁·S₂.

```lean
/-- The operator `d·S`, where `S = S₁ + S₂` is the total spin and `d` need not be a unit vector. -/
def spinAlong (d : EuclideanSpace ℝ (Fin 3)) : Op := ∑ a, (d a : ℂ) • (S₁ a + S₂ a)

/-- The singlet projector `1/4 - S₁·S₂`. -/
def singletProj : Op := (1/4 : ℂ) • 1 - exchange

/-- The triplet projector `3/4 + S₁·S₂`. -/
def tripletProj : Op := (3/4 : ℂ) • 1 + exchange
```

The two levels that depend on d are E± = −J/4 ± √(J² + ‖d‖²)/2.

```lean
/-- The energy `-J/4 + √(J² + ‖d‖²)/2`. -/
def upperLevel (J : ℝ) (d : EuclideanSpace ℝ (Fin 3)) : ℝ := -J/4 + √(J^2 + ‖d‖^2)/2

/-- The energy `-J/4 - √(J² + ‖d‖²)/2`. -/
def lowerLevel (J : ℝ) (d : EuclideanSpace ℝ (Fin 3)) : ℝ := -J/4 - √(J^2 + ‖d‖^2)/2
```

## Matrices in the product basis

The map `toFour` writes an operator in the basis ↑↑, ↑↓, ↓↑, ↓↓. As an algebra isomorphism it respects sums and products, so an operator identity can be checked on sixteen entries.

```lean
/-- The product basis in the order ↑↑, ↑↓, ↓↑, ↓↓. -/
def order : Fin 4 ≃ Fin 2 × Fin 2 where
  toFun := ![(0, 0), (0, 1), (1, 0), (1, 1)]
  invFun p := (![![0, 1], ![2, 3]] : Fin 2 → Fin 2 → Fin 4) p.1 p.2
  left_inv := by intro x; fin_cases x <;> rfl
  right_inv := by rintro ⟨i, j⟩; fin_cases i <;> fin_cases j <;> rfl

/-- A two-spin operator written as a 4 × 4 matrix in the ordered product basis. -/
def toFour : Op ≃ₐ[ℂ] Matrix (Fin 4) (Fin 4) ℂ := Matrix.reindexAlgEquiv ℂ ℂ order.symm

/-- A product of components of the two spins is the Kronecker product of spin matrices. -/
theorem S₁_mul_S₂ (a b : Fin 3) : S₁ a * S₂ b = spin a ⊗ₖ spin b := by
  rw [S₁, S₂, ← Matrix.mul_kronecker_mul, mul_one, one_mul]
```

For the exchange, S₁·S₂ = S₁zS₂z + (S₁⁺S₂⁻ + S₁⁻S₂⁺)/2 gives ±1/4 on the diagonal and 1/2 between ↑↓ and ↓↑.

```lean
/-- The matrix of `S₁·S₂` in the product basis. -/
theorem toFour_exchange : toFour exchange =
    !![1/4, 0, 0, 0; 0, -1/4, 1/2, 0; 0, 1/2, -1/4, 0; 0, 0, 0, 1/4] := by
  have hI := Complex.I_sq
  ext i j
  fin_cases i <;> fin_cases j <;>
    simp [toFour, order, exchange, S₁_mul_S₂, spin, Fin.sum_univ_three] <;> grind
```

For V, flipping the second spin while the first is up gives

⟨↑↑|V|↑↓⟩ = −d₀(1/2)(−i/2) + d₁(1/2)(1/2) = (d₁ + i d₀)/4 = p.

The sign reverses if the unflipped spin is down, and again if the sites are swapped. The reverse flips give q = (d₁ − i d₀)/4, and the d₂ term is the one found above.

```lean
/-- The matrix of `d·(S₁ × S₂)` in the product basis. -/
theorem toFour_antisym (d : EuclideanSpace ℝ (Fin 3)) : toFour (antisym d) =
    !![0, (d 1 + Complex.I * d 0)/4, -(d 1 + Complex.I * d 0)/4, 0;
       (d 1 - Complex.I * d 0)/4, 0, Complex.I * d 2/2, (d 1 + Complex.I * d 0)/4;
       -(d 1 - Complex.I * d 0)/4, -Complex.I * d 2/2, 0, -(d 1 + Complex.I * d 0)/4;
       0, (d 1 - Complex.I * d 0)/4, -(d 1 - Complex.I * d 0)/4, 0] := by
  ext i j
  fin_cases i <;> fin_cases j <;>
    simp [toFour, order, antisym, S₁_mul_S₂, spin] <;> grind
```

For d·S, the diagonal is d₂ times the total m, and single flips carry (d₀ ∓ i d₁)/2.

```lean
/-- The matrix of `d·S` in the product basis. -/
theorem toFour_spinAlong (d : EuclideanSpace ℝ (Fin 3)) : toFour (spinAlong d) =
    !![(d 2 : ℂ), (d 0 - Complex.I * d 1)/2, (d 0 - Complex.I * d 1)/2, 0;
       (d 0 + Complex.I * d 1)/2, 0, 0, (d 0 - Complex.I * d 1)/2;
       (d 0 + Complex.I * d 1)/2, 0, 0, (d 0 - Complex.I * d 1)/2;
       0, (d 0 + Complex.I * d 1)/2, (d 0 + Complex.I * d 1)/2, -(d 2 : ℂ)] := by
  ext i j
  fin_cases i <;> fin_cases j <;>
    simp [toFour, order, spinAlong, S₁, S₂, spin, Fin.sum_univ_three] <;> grind
```

## The four levels

Set a = x − J/4, b = x + J/4, r = (J + i d₂)/2 and s = (J − i d₂)/2. The first row of x − H is (a, −p, p, 0), and its first three minors are

a(b² − rs) − pq(2b − r − s), −aq(b − r), −aq(b − s).

Expanding along that row gives

det(x − H) = a²(b² − rs) − 2pqa(2b − r − s).

Now 2b − r − s = 2a, rs = (J² + d₂²)/4 and 4pq = (d₀² + d₁²)/4, hence

det(x − H) = (x − J/4)² [(x + J/4)² − (J² + ‖d‖²)/4],

and the bracket is (x − E₊)(x − E₋). The theorem states this factorisation of the characteristic polynomial for every real J. Because H is Hermitian, the multiplicities of the roots are the degeneracies.

In the proof, `Polynomial.funext` reduces the claim to each value of x, `hd` is the determinant formula, `hM` supplies the matrix, and `linear_combination` inserts the square of the root and i² = −1.

```lean
/-- The levels of `J S₁·S₂ + d·(S₁ × S₂)`, counted with multiplicity, are `J/4` twice and
`-J/4 ± √(J² + ‖d‖²)/2`. -/
theorem charpoly_hamiltonian (J : ℝ) (d : EuclideanSpace ℝ (Fin 3)) :
    (hamiltonian J d).charpoly =
      (Polynomial.X - Polynomial.C ((J/4 : ℝ) : ℂ))^2
        * (Polynomial.X - Polynomial.C (upperLevel J d : ℂ))
        * (Polynomial.X - Polynomial.C (lowerLevel J d : ℂ)) := by
  refine Polynomial.funext fun x => ?_
  -- the determinant for a matrix of this shape
  have hd : ∀ a b p q r s : ℂ,
      (!![a, -p, p, 0; -q, b, -r, -p; q, -s, b, p; 0, -q, q, a]).det
        = a^2 * (b^2 - r*s) - 2*p*q*a*(2*b - r - s) := by
    intro a b p q r s
    simp [Matrix.det_succ_row_zero, Fin.sum_univ_succ, Fin.succAbove]
    ring
  have hM : toFour (x • 1 - hamiltonian J d) =
      !![x - J/4, -((d 1 + Complex.I * d 0)/4), (d 1 + Complex.I * d 0)/4, 0;
         -((d 1 - Complex.I * d 0)/4), x + J/4, -(J/2 + Complex.I * d 2/2),
           -((d 1 + Complex.I * d 0)/4);
         (d 1 - Complex.I * d 0)/4, -(J/2 - Complex.I * d 2/2), x + J/4,
           (d 1 + Complex.I * d 0)/4;
         0, -((d 1 - Complex.I * d 0)/4), (d 1 - Complex.I * d 0)/4, x - J/4] := by
    simp only [hamiltonian, map_sub, map_add, map_smul, map_one, toFour_exchange,
      toFour_antisym]
    ext i j
    fin_cases i <;> fin_cases j <;> simp <;> grind
  have h4 : (x • 1 - hamiltonian J d).det = (toFour (x • 1 - hamiltonian J d)).det :=
    (Matrix.det_submatrix_equiv_self order _).symm
  have hWr : √(J^2 + ‖d‖^2)^2 = J^2 + (d 0^2 + d 1^2 + d 2^2) := by
    rw [Real.sq_sqrt (by positivity)]
    simp [EuclideanSpace.norm_sq_eq, Fin.sum_univ_three]
  have hW : ((√(J^2 + ‖d‖^2) : ℝ) : ℂ)^2
      = (J : ℂ)^2 + ((d 0 : ℂ)^2 + (d 1 : ℂ)^2 + (d 2 : ℂ)^2) := by
    exact_mod_cast hWr
  rw [Matrix.eval_charpoly, Matrix.scalar_apply, ← Matrix.smul_one_eq_diagonal, h4, hM, hd]
  simp only [Polynomial.eval_mul, Polynomial.eval_pow, Polynomial.eval_sub,
    Polynomial.eval_X, Polynomial.eval_C, upperLevel, lowerLevel, Complex.ofReal_add,
    Complex.ofReal_sub, Complex.ofReal_div, Complex.ofReal_neg, Complex.ofReal_ofNat]
  linear_combination (x - J/4)^2/4 * hW
    + (x - J/4)^2/4 * ((d 0 : ℂ)^2 + (d 2 : ℂ)^2) * Complex.I_sq
```

## How far the upper three levels split

Let J > 0 and W = √(J² + ‖d‖²), so W ≥ J. Then E₋ < J/4 ≤ E₊, and the splitting is

E₊ − J/4 = (W − J)/2.

Since ‖d‖² = (W − J)(W + J),

‖d‖²/(4J) − (W − J)/2 = (W − J)²/(4J) ≥ 0.

Also (W − J)² = ‖d‖⁴/(W + J)² ≤ ‖d‖⁴/(4J²), so this shortfall is at most ‖d‖⁴/(16J³). The code replaces ‖d‖² by W² − J² and writes the remainder of the second bound as the non-negative fraction `hr`.

```lean
/-- For `J > 0` one level lies below `J/4` and one at or above it; the splitting of the upper
three levels is at most `‖d‖²/(4J)` and falls short of it by at most `‖d‖⁴/(16J³)`. -/
theorem triplet_splitting {J : ℝ} (hJ : 0 < J) (d : EuclideanSpace ℝ (Fin 3)) :
    lowerLevel J d < J/4 ∧ J/4 ≤ upperLevel J d ∧
      upperLevel J d - J/4 ≤ ‖d‖^2/(4*J) ∧
      ‖d‖^2/(4*J) - ‖d‖^4/(16*J^3) ≤ upperLevel J d - J/4 := by
  obtain ⟨W, hW⟩ : ∃ W, W = √(J^2 + ‖d‖^2) := ⟨_, rfl⟩
  have hJW : J ≤ W := by
    rw [hW]
    exact Real.le_sqrt_of_sq_le (by nlinarith [sq_nonneg ‖d‖])
  have ht : ‖d‖^2 = W^2 - J^2 := by
    rw [hW, Real.sq_sqrt (by positivity)]
    ring
  have h4 : ‖d‖^4 = (W^2 - J^2)^2 := by
    rw [← ht]
    ring
  rw [upperLevel, lowerLevel, ← hW, h4, ht]
  refine ⟨by linarith, by linarith, ?_, ?_⟩
  · rw [le_div_iff₀ (by positivity)]
    nlinarith [sq_nonneg (W - J)]
  · -- the remainder is an explicit non-negative fraction
    have hr : (-J/4 + W/2 - J/4) - ((W^2 - J^2)/(4*J) - (W^2 - J^2)^2/(16*J^3))
        = (W - J)^2 * ((W + J)^2 - 4*J^2)/(16*J^3) := by
      field_simp
      ring
    have hp : 0 ≤ (W - J)^2 * ((W + J)^2 - 4*J^2)/(16*J^3) :=
      div_nonneg (mul_nonneg (sq_nonneg _) (by nlinarith)) (by positivity)
    linarith
```

With J = 100 cm⁻¹ and ‖d‖ = 10 cm⁻¹, diagonalising H gives a splitting of 0.2494 cm⁻¹, against 0.25 cm⁻¹ from ‖d‖²/(4J).

## The zero-field-splitting operator

V changes sign when the two spins are interchanged. The singlet is odd and the triplet even, so V has no matrix elements within either:

PVP = 0 and QVQ = 0.

There is thus no first-order shift. The proof compares the matrix entries instead of using the symmetry.

```lean
/-- Antisymmetric exchange has no matrix elements within the singlet or within the triplet. -/
theorem no_first_order (d : EuclideanSpace ℝ (Fin 3)) :
    singletProj * antisym d * singletProj = 0 ∧
      tripletProj * antisym d * tripletProj = 0 := by
  constructor <;> apply toFour.injective <;>
    simp only [singletProj, tripletProj, map_mul, map_sub, map_add, map_smul, map_one,
      map_zero, toFour_exchange, toFour_antisym] <;>
    ext i j <;> fin_cases i <;> fin_cases j <;>
    simp [Matrix.mul_apply, Fin.sum_univ_four, Matrix.one_apply] <;> grind
```

Let |s⟩ = (|↑↓⟩ − |↓↑⟩)/√2 and |v⟩ = V|s⟩. From the matrix of V,

|v⟩ = (√2 p, −i d₂/(2√2), −i d₂/(2√2), √2 q).

Its two middle entries are equal, so it is orthogonal to |s⟩ and lies in the triplet. Its squared norm is ‖d‖²/4, and multiplying by the matrix of d·S gives (d·S)|v⟩ = 0. For d ≠ 0, |v⟩ is therefore ‖d‖/2 times the normalised m = 0 triplet state along d. On the triplet d·S has eigenvalues ‖d‖, 0, −‖d‖, so ‖d‖²Q − (d·S)² is ‖d‖² times the projector onto that state. Hence

VPV = |v⟩⟨v| = (‖d‖²Q − (d·S)²)/4,

and for d = 0 both sides vanish. In the code, `hs` gives the matrix of P, and the identity is again checked entry by entry.

```lean
/-- Acting twice with antisymmetric exchange by way of the singlet gives the axial
zero-field-splitting operator `(‖d‖² - (d·S)²)/4` on the triplet. -/
theorem second_order_zero_field_splitting (d : EuclideanSpace ℝ (Fin 3)) :
    antisym d * singletProj * antisym d =
      (1/4 : ℂ) • (((‖d‖^2 : ℝ) : ℂ) • tripletProj - spinAlong d * spinAlong d) := by
  have hn : ‖d‖^2 = d 0^2 + d 1^2 + d 2^2 := by
    simp [EuclideanSpace.norm_sq_eq, Fin.sum_univ_three]
  have hI := Complex.I_sq
  -- the singlet projector in the product basis
  have hs : toFour singletProj =
      !![0, 0, 0, 0; 0, 1/2, -1/2, 0; 0, -1/2, 1/2, 0; 0, 0, 0, 0] := by
    simp only [singletProj, map_sub, map_smul, map_one, toFour_exchange]
    ext i j
    fin_cases i <;> fin_cases j <;> simp <;> norm_num
  rw [hn]
  apply toFour.injective
  simp only [hs, tripletProj, map_mul, map_sub, map_add, map_smul, map_one,
    toFour_exchange, toFour_antisym, toFour_spinAlong]
  ext i j
  fin_cases i <;> fin_cases j <;>
    simp [Matrix.mul_apply, Fin.sum_univ_four] <;> grind

end

end AntisymmetricExchange
```

```lean
#print axioms AntisymmetricExchange.charpoly_hamiltonian
#print axioms AntisymmetricExchange.triplet_splitting
#print axioms AntisymmetricExchange.no_first_order
#print axioms AntisymmetricExchange.second_order_zero_field_splitting
```

```
'AntisymmetricExchange.charpoly_hamiltonian' depends on axioms: [propext, Classical.choice, Quot.sound]
'AntisymmetricExchange.triplet_splitting' depends on axioms: [propext, Classical.choice, Quot.sound]
'AntisymmetricExchange.no_first_order' depends on axioms: [propext, Classical.choice, Quot.sound]
'AntisymmetricExchange.second_order_zero_field_splitting' depends on axioms: [propext, Classical.choice, Quot.sound]
```

Ordinary second-order perturbation theory, used here informally, divides VPV by the triplet–singlet gap J. The effective triplet Hamiltonian then contains −(d·S)²/(4J), an axial term along d with parameter −‖d‖²/(4J).

For a dimer described by H and an equal, isotropic Zeeman term on each spin, with ‖d‖ and the Zeeman energy small compared with J, a spin-1 fit to the triplet EPR lines would return an axial parameter of about this magnitude, although H has no explicit zero-field-splitting term. This two-spin model omits dipolar coupling and symmetric anisotropic exchange. The latter can be of the same order, ‖d‖²/J, and can even cancel the splitting found here, so a measured axial parameter does not by itself determine ‖d‖.
